# Differentiation and multiplication by the variable satisfy the one-mode boson commutation relation on complex polynomials

For complex polynomials in one variable, the theorem states that multiplying by `X` and then differentiating equals differentiating and then multiplying by `X`, plus the identity. This is the commutation relation [a, a†] = 1 of a single boson mode, with differentiation as a and multiplication by `X` as a†; no inner product is defined here, so nothing is said about the two being adjoint. If `X ^ n` is read as an unnormalised state of n quanta, the operators give n `X ^ (n - 1)` (zero for n = 0) and `X ^ (n + 1)`, whereas on normalised states the factors would be √n and √(n + 1). The attempt applies both sides to an arbitrary polynomial `q`, restates the goal as an equation between polynomials, and finishes with the product rule and algebra.

This version doesn't compile in Lean 4 with Mathlib:

```lean
import Mathlib

open Polynomial

namespace DownMulUp

noncomputable section

/-- Multiplication by `X` on complex polynomials. -/
def up : Module.End ℂ ℂ[X] := LinearMap.mulLeft ℂ X

/-- Differentiation on complex polynomials. -/
def down : Module.End ℂ ℂ[X] := derivative

/-- Differentiation and multiplication by `X` obey `(d/dX) X = X (d/dX) + 1`. -/
theorem down_mul_up : down * up = up * down + 1 := by
  refine LinearMap.ext fun q => ?_
  show derivative (X * q) = X * derivative q + q
  rw [derivative_mul, derivative_X]
  ring

end

end DownMulUp
```

The error:

```
Main.lean:18:2: error: (deterministic) timeout at `whnf`, maximum number of heartbeats (200000) has been reached

Note: Use `set_option maxHeartbeats <num>` to set the limit.

Hint: Additional diagnostic information may be available using the `set_option diagnostics true` command.
```

The repair, with which the file compiles:

```diff
@@ -16,6 +16,6 @@
 theorem down_mul_up : down * up = up * down + 1 := by
   refine LinearMap.ext fun q => ?_
-  show derivative (X * q) = X * derivative q + q
-  rw [derivative_mul, derivative_X]
+  simp only [Module.End.mul_apply, LinearMap.add_apply, Module.End.one_apply, up, down,
+    LinearMap.mulLeft_apply, derivative_mul, derivative_X]
   ring
 
```

Diagnosis. The error is at the `show` line. `show` does not rewrite the goal; it asks Lean to check that the new form equals the old one by definition. Here that means seeing through `up`, `down`, the product of endomorphisms, their sum and the identity, all applied to `q`. Lean ran out of heartbeats in `whnf`, which unfolds terms to expose their outermost form. The message does not say which unfolding was costly, nor does it say that the equation is false.

The repair drops `show` and reaches the polynomial equation by rewriting. In the `simp only` call, `Module.End.mul_apply` turns the product into composition, `LinearMap.add_apply` and `Module.End.one_apply` evaluate the sum and the identity at `q`, `up` and `down` are replaced by their definitions, and `LinearMap.mulLeft_apply` turns the multiplication map into an actual product. Lean thus no longer has to check the whole restatement by definition in one step. `derivative_mul` and `derivative_X` do the same work as in the old `rw`; moving them into the same call is mere tidying. `ring` still closes the goal.
